# Fermi smearing keeps the static response factor of two distinct levels below b/4

How strongly two nearly degenerate levels respond to a static perturbation depends on how they are occupied, and here the occupations are Fermi functions of fixed level energies at a fixed chemical potential μ. With a full lower level and an empty upper one, a pair with gap D enters static linear response with the factor 1/D, which diverges as the gap closes. At inverse temperature b > 0 the Fermi occupations of the two levels approach each other as D shrinks, and the factor stays below b/4.

The factor studied is the occupation difference divided by the energy difference. In the static Kohn–Sham response, the zero-frequency limit of the non-interacting response function used in linear-response time-dependent density functional theory, such a factor multiplies the orbital products of each pair. The step from this factor to the response of a material, with its matrix elements and its sum over all pairs, is left to perturbation theory.

## Occupations and the response factor

```lean
import Mathlib

open Filter Topology Set

namespace SmearedGapResponse

noncomputable section
```

In the code below, `def` introduces a quantity and `theorem` introduces a statement. The proof of a theorem comes after `:=`, and `ℝ` denotes the real numbers.

```lean
/-- Fermi occupation of a level at energy `e`, for inverse temperature `b` and chemical
potential `μ`. -/
def fermi (b μ e : ℝ) : ℝ := 1 / (Real.exp (b * (e - μ)) + 1)
```

This is the Fermi function of a level at energy e:

f(e) = 1/(exp(b(e − μ)) + 1).

Lean writes function arguments without parentheses, so `fermi b μ e` is f(e) with b and μ made explicit. The letter b is the textbook β = 1/(k_B T). When smearing is used as a numerical device, 1/b is the smearing width. Occupations run from 0 to 1, so they count one spin orbital.

```lean
/-- Static response factor of a pair of levels: occupation difference over energy difference,
for `e₁ ≠ e₂`. -/
def response (b μ e₁ e₂ : ℝ) : ℝ := (fermi b μ e₁ - fermi b μ e₂) / (e₂ - e₁)
```

For levels e₁ and e₂ the response factor is

R = (f(e₁) − f(e₂))/(e₂ − e₁).

The denominator is ordered so that R is positive when b > 0. Many textbooks write (f₁ − f₂)/(e₁ − e₂), which is −R. The definition contains no frequency, so it describes the static case only.

## The occupation difference is a hyperbolic tangent

```lean
/-- The hyperbolic tangent written through a Fermi-type denominator. -/
theorem tanh_eq_fermi_form (x : ℝ) : Real.tanh x = 1 - 2 / (Real.exp (2 * x) + 1) := by
  rw [Real.tanh_eq_sinh_div_cosh, Real.sinh_eq, Real.cosh_eq, Real.exp_neg,
    show 2 * x = x + x by ring, Real.exp_add]
  have hx := Real.exp_pos x
  generalize Real.exp x = y at hx
  field_simp
  ring
```

To compare Fermi functions with tanh, set y = exp(x). Then

tanh x = (y − 1/y)/(y + 1/y) = (y² − 1)/(y² + 1) = 1 − 2/(y² + 1),

and y² = exp(2x). The Lean proof makes the same substitution: `generalize` replaces the exponential by a positive number y, `field_simp` clears the denominators, and `ring` checks the polynomial identity that remains.

```lean
/-- Levels at `-D/2` and `D/2` around the chemical potential have occupation difference
`tanh (b D / 4)`. -/
theorem occupation_difference (b μ D : ℝ) :
    fermi b μ (μ - D / 2) - fermi b μ (μ + D / 2) = Real.tanh (b * D / 4) := by
  unfold fermi
  rw [tanh_eq_fermi_form, show b * (μ - D / 2 - μ) = -(2 * (b * D / 4)) by ring,
    show b * (μ + D / 2 - μ) = 2 * (b * D / 4) by ring, Real.exp_neg]
  have hy := Real.exp_pos (2 * (b * D / 4))
  generalize Real.exp (2 * (b * D / 4)) = y at hy
  field_simp
  ring
```

Place the levels at μ − D/2 and μ + D/2, and now let y = exp(bD/2). The lower level has exponential 1/y and the upper one has y, so

f(μ − D/2) = 1/(1/y + 1) = y/(y + 1),

f(μ + D/2) = 1/(y + 1).

Their difference is

(y − 1)/(y + 1) = 1 − 2/(y + 1) = tanh(bD/4),

where the last equality is the previous theorem at x = bD/4. The proof rewrites both exponents in terms of 2(bD/4) and finishes with the same algebra. The identity needs no sign condition on b or D.

## The ratio tanh x / x falls from one

```lean
/-- The ratio `tanh x / x` strictly decreases for positive `x`. -/
theorem tanh_div_self_strictAntiOn :
    StrictAntiOn (fun x : ℝ => Real.tanh x / x) (Ioi 0) := by
  have hd : ∀ x ∈ Ioi (0 : ℝ), HasDerivAt (fun x : ℝ => Real.tanh x / x)
      ((x - Real.sinh x * Real.cosh x) / (x * Real.cosh x) ^ 2) x := by
    intro x hx
    have hx' : x ≠ 0 := ne_of_gt hx
    have h := (Real.hasDerivAt_sinh x).fun_div
      ((hasDerivAt_id' x).fun_mul (Real.hasDerivAt_cosh x))
      (mul_ne_zero hx' (Real.cosh_pos x).ne')
    have he : (fun x : ℝ => Real.tanh x / x) =
        fun x => Real.sinh x / (x * Real.cosh x) := by
      funext y
      rw [Real.tanh_eq_sinh_div_cosh, div_div, mul_comm (Real.cosh y)]
    rw [he]
    refine h.congr_deriv ?_
    congr 1
    linear_combination x * Real.cosh_sq x
  refine strictAntiOn_of_deriv_neg (convex_Ioi 0)
    (fun x hx => (hd x hx).continuousAt.continuousWithinAt) (fun x hx => ?_)
  rw [interior_Ioi] at hx
  have hx0 : 0 < x := hx
  rw [(hd x hx).deriv]
  -- the sign follows from x < sinh x ≤ sinh x cosh x
  have h1 : x < Real.sinh x := Real.self_lt_sinh_iff.2 hx0
  have h2 := Real.one_le_cosh x
  have h3 := Real.cosh_pos x
  exact div_neg_of_neg_of_pos (by nlinarith) (by positivity)
```

`StrictAntiOn` means strictly decreasing on a set, and `Ioi 0` is the open half-line x > 0. By hand, write the ratio as sinh x/(x cosh x) and differentiate:

(tanh x / x)′ = [x cosh² x − sinh x (cosh x + x sinh x)]/(x cosh x)².

Since cosh² x − sinh² x = 1, the numerator is x − sinh x cosh x. For x > 0 we have sinh x > x, because both sides vanish at zero and the derivative of sinh x is cosh x > 1. We also have cosh x ≥ 1. Hence

x < sinh x ≤ sinh x cosh x,

and the derivative is negative.

In Lean, `hd` records this derivative. Its `linear_combination` step inserts the identity between cosh² and sinh². The lemma `strictAntiOn_of_deriv_neg` then turns a negative derivative into strict decrease, and the last lines establish the sign from the chain of inequalities above.

```lean
/-- The ratio `tanh x / x` tends to one as `x` tends to zero. -/
theorem tendsto_tanh_div_self :
    Tendsto (fun x : ℝ => Real.tanh x / x) (𝓝[≠] 0) (𝓝 1) := by
  have h : HasDerivAt Real.tanh 1 0 := by
    have h0 := (Real.hasDerivAt_sinh 0).fun_div (Real.hasDerivAt_cosh 0)
      (Real.cosh_pos 0).ne'
    have he : Real.tanh = fun x => Real.sinh x / Real.cosh x :=
      funext Real.tanh_eq_sinh_div_cosh
    rw [he]
    exact h0.congr_deriv (by simp)
  refine h.tendsto_slope_zero.congr fun t => ?_
  simp only [zero_add, Real.tanh_zero, sub_zero, smul_eq_mul, div_eq_inv_mul]
```

`Tendsto` states a limit. The symbol `𝓝[≠] 0` says that x approaches zero from either side without being zero, and `𝓝 1` says that the values approach 1.

The derivative of tanh = sinh/cosh at zero is

(cosh² 0 − sinh² 0)/cosh² 0 = 1.

Since tanh 0 = 0, the difference quotient at zero is (tanh x − tanh 0)/x = tanh x / x, which therefore tends to 1. The proof computes the derivative with the quotient rule, and `tendsto_slope_zero` converts it into the limit of the difference quotient.

```lean
/-- For positive `x`, `tanh x` lies strictly below `x`. -/
theorem tanh_lt_self {x : ℝ} (hx : 0 < x) : Real.tanh x < x := by
  have hx2 : 0 < x / 2 := by positivity
  -- compare with the value at x / 2, which is bounded by the limit at zero
  have h1 : Real.tanh (x / 2) / (x / 2) ≤ 1 := by
    have hlim : Tendsto (fun y : ℝ => Real.tanh y / y) (𝓝[>] (0 : ℝ)) (𝓝 1) :=
      tendsto_tanh_div_self.mono_left
        (nhdsWithin_mono 0 (fun y (hy : 0 < y) => hy.ne'))
    refine ge_of_tendsto hlim ?_
    filter_upwards [Ioo_mem_nhdsGT hx2] with y hy
    exact (tanh_div_self_strictAntiOn (mem_Ioi.2 hy.1) (mem_Ioi.2 hx2) hy.2).le
  have h2 : Real.tanh x / x < Real.tanh (x / 2) / (x / 2) :=
    tanh_div_self_strictAntiOn (mem_Ioi.2 hx2) (mem_Ioi.2 hx) (by linarith)
  have h3 := (div_lt_iff₀ hx).1 (h2.trans_le h1)
  linarith
```

The curly braces around x tell Lean to infer it from the context. The inequality follows from the two preceding theorems. For 0 < y < x/2, monotonicity gives

tanh(x/2)/(x/2) < tanh y / y.

Letting y tend to zero from above turns this into tanh(x/2)/(x/2) ≤ 1, where a limit preserves only the weak inequality. Strictness returns on comparing x with x/2:

tanh x / x < tanh(x/2)/(x/2) ≤ 1.

Multiplication by x gives tanh x < x. These two comparisons are `h1` and `h2` in the proof.

## At a given gap, a pair centred on μ has the largest occupation difference

```lean
/-- At given gap and `b ≥ 0`, no pair of levels `e₁ ≤ e₂` has a larger occupation difference
than `tanh (b (e₂ - e₁) / 4)`, the value for a pair centred on the chemical potential. -/
theorem occupation_difference_le {b e₁ e₂ : ℝ} (μ : ℝ) (hb : 0 ≤ b) (he : e₁ ≤ e₂) :
    fermi b μ e₁ - fermi b μ e₂ ≤ Real.tanh (b * (e₂ - e₁) / 4) := by
  have alg : ∀ p q : ℝ, 0 < p → p ≤ q →
      1 / (p * p + 1) - 1 / (q * q + 1) ≤ 1 - 2 / (q / p + 1) := by
    intro p q hp hpq
    have hq : 0 < q := hp.trans_le hpq
    have key : 1 - 2 / (q / p + 1) - (1 / (p * p + 1) - 1 / (q * q + 1)) =
        (q - p) * (p * q - 1) ^ 2 / ((q + p) * (p * p + 1) * (q * q + 1)) := by
      field_simp
      ring
    have hnn : 0 ≤ (q - p) * (p * q - 1) ^ 2 / ((q + p) * (p * p + 1) * (q * q + 1)) :=
      div_nonneg (mul_nonneg (sub_nonneg.2 hpq) (sq_nonneg _)) (by positivity)
    linarith
  have hsq : ∀ e, Real.exp (b * (e - μ)) =
      Real.exp (b * (e - μ) / 2) * Real.exp (b * (e - μ) / 2) := by
    intro e
    rw [← Real.exp_add]
    congr 1
    ring
  have hquot : Real.exp (2 * (b * (e₂ - e₁) / 4)) =
      Real.exp (b * (e₂ - μ) / 2) / Real.exp (b * (e₁ - μ) / 2) := by
    rw [← Real.exp_sub]
    congr 1
    ring
  unfold fermi
  rw [tanh_eq_fermi_form, hquot, hsq e₁, hsq e₂]
  exact alg _ _ (Real.exp_pos _) (Real.exp_le_exp.2 (by gcongr))
```

The pair may now lie anywhere relative to μ. For b ≥ 0 and e₁ ≤ e₂, the theorem bounds its occupation difference by that of a pair with the same gap centred on μ. By hand, set

p = exp(b(e₁ − μ)/2), q = exp(b(e₂ − μ)/2),

so that 0 < p ≤ q. The occupations are 1/(p² + 1) and 1/(q² + 1), and their difference is

f(e₁) − f(e₂) = (q² − p²)/((p² + 1)(q² + 1)).

Since q/p = exp(b(e₂ − e₁)/2), the centred value is

tanh(b(e₂ − e₁)/4) = 1 − 2/(q/p + 1) = (q − p)/(q + p).

Subtracting the actual difference from the centred value leaves

(q − p)[(p² + 1)(q² + 1) − (q + p)²]/((q + p)(p² + 1)(q² + 1)).

The square bracket expands to p²q² − 2pq + 1 = (pq − 1)², so the expression is nonnegative. The square vanishes when pq = 1, which for b > 0 means that the midpoint of the levels is μ.

Inside the proof, `alg` is this inequality for general p and q, and `key` is the factorisation. The facts `hsq` and `hquot` translate the exponentials into p², q² and q/p.

## The cap b/4 for every pair

```lean
/-- At inverse temperature `b > 0` the response factor of any two levels `e₁ < e₂` is below
`b / 4`, wherever the chemical potential lies. -/
theorem response_lt_cap {b e₁ e₂ : ℝ} (μ : ℝ) (hb : 0 < b) (he : e₁ < e₂) :
    response b μ e₁ e₂ < b / 4 := by
  have hD : 0 < e₂ - e₁ := sub_pos.2 he
  unfold response
  rw [div_lt_iff₀ hD]
  have h1 := occupation_difference_le μ hb.le he.le
  have h2 : Real.tanh (b * (e₂ - e₁) / 4) < b * (e₂ - e₁) / 4 :=
    tanh_lt_self (by positivity)
  linarith
```

For b > 0 and e₁ < e₂, the last two inequalities combine into

f(e₁) − f(e₂) ≤ tanh(b(e₂ − e₁)/4) < b(e₂ − e₁)/4.

Dividing by the positive gap e₂ − e₁ gives R < b/4. In Lean, `div_lt_iff₀` multiplies the claim through by the gap, `h1` and `h2` are the two inequalities, and `linarith` joins them. The chemical potential μ is an arbitrary real number, so the bound does not depend on the filling of the two levels.

For a smearing width of 0.1 eV, b is 10 eV⁻¹ and the cap is 2.5 eV⁻¹. A gap of 0.01 eV with a full lower and an empty upper level would give 100 eV⁻¹. In a static, non-interacting response calculation with Fermi smearing, a near-degeneracy thus enters with a bounded coefficient. The bound applies to each pair separately and does not limit the sum over many pairs.

## The centred pair as its gap closes

```lean
/-- For `b > 0` and levels at `-D/2` and `D/2` around the chemical potential, the response
factor strictly decreases in the gap `D > 0`, is below both `b / 4` and `1 / D`, and tends to
`b / 4` as the gap closes. -/
theorem smearing_caps_response {b : ℝ} (μ : ℝ) (hb : 0 < b) :
    StrictAntiOn (fun D => response b μ (μ - D / 2) (μ + D / 2)) (Ioi 0) ∧
    (∀ D, 0 < D → response b μ (μ - D / 2) (μ + D / 2) < b / 4 ∧
      response b μ (μ - D / 2) (μ + D / 2) < 1 / D) ∧
    Tendsto (fun D => response b μ (μ - D / 2) (μ + D / 2)) (𝓝[≠] 0) (𝓝 (b / 4)) := by
  -- rescale the gap to x = b D / 4
  have hR : ∀ D, D ≠ 0 → response b μ (μ - D / 2) (μ + D / 2) =
      b / 4 * (Real.tanh (b * D / 4) / (b * D / 4)) := by
    intro D hD
    unfold response
    rw [occupation_difference, show μ + D / 2 - (μ - D / 2) = D by ring]
    generalize Real.tanh (b * D / 4) = t
    field_simp
  refine ⟨?_, ?_, ?_⟩
  · intro D₁ h₁ D₂ h₂ h
    have h₁' : 0 < D₁ := h₁
    have h₂' : 0 < D₂ := h₂
    change response b μ (μ - D₂ / 2) (μ + D₂ / 2) < response b μ (μ - D₁ / 2) (μ + D₁ / 2)
    rw [hR D₁ h₁'.ne', hR D₂ h₂'.ne']
    have hlt : b * D₁ / 4 < b * D₂ / 4 := by nlinarith
    exact mul_lt_mul_of_pos_left (tanh_div_self_strictAntiOn
      (mem_Ioi.2 (by positivity)) (mem_Ioi.2 (by positivity)) hlt) (by positivity)
  · intro D hD
    refine ⟨response_lt_cap μ hb (by linarith), ?_⟩
    unfold response
    rw [occupation_difference, show μ + D / 2 - (μ - D / 2) = D by ring,
      div_lt_div_iff_of_pos_right hD, tanh_eq_fermi_form]
    exact sub_lt_self 1 (by positivity)
  · have hs : Tendsto (fun D : ℝ => b * D / 4) (𝓝[≠] 0) (𝓝[≠] 0) := by
      refine tendsto_nhdsWithin_iff.2 ⟨?_, ?_⟩
      · have hc : Continuous fun D : ℝ => b * D / 4 := by fun_prop
        have h0 := hc.tendsto 0
        simp only [mul_zero, zero_div] at h0
        exact h0.mono_left nhdsWithin_le_nhds
      · filter_upwards [self_mem_nhdsWithin] with D hD
        exact div_ne_zero (mul_ne_zero hb.ne' hD) (by norm_num)
    have hl := (tendsto_tanh_div_self.comp hs).const_mul (b / 4)
    rw [mul_one] at hl
    refine hl.congr' ?_
    filter_upwards [self_mem_nhdsWithin] with D hD
    exact (hR D hD).symm

end

end SmearedGapResponse
```

The theorem returns to levels at μ − D/2 and μ + D/2, with b > 0. The symbol `∧` means "and", and it joins three statements about

R(D) = tanh(bD/4)/D.

First, R(D) strictly decreases for D > 0. Second, for every D > 0 it is smaller than both b/4 and 1/D. Third, it tends to b/4 as D tends to zero, so no smaller constant could serve as the cap.

With x = bD/4, all of this can be read from

R(D) = (b/4)(tanh x / x).

A larger D gives a larger x, hence a smaller tanh x / x and a smaller R. The bound b/4 is the previous theorem applied to the centred pair. For the bound 1/D, note that tanh x = 1 − 2/(exp(2x) + 1) is less than 1, and divide by D. As D tends to zero, so does x, and tanh x / x tends to 1.

The Lean proof first establishes the rescaled formula as `hR`, for D ≠ 0. The line `refine ⟨?_, ?_, ?_⟩` then splits the goal into the three statements. In the third, `hs` shows that bD/4 tends to zero without being zero when D does, which allows the limit of tanh x / x to be composed with the rescaling. The limit is two-sided: a negative D exchanges the two levels and leaves R unchanged. The point D = 0 is excluded, so the value that Lean assigns to 0/0 plays no part.

The two bounds describe different regimes. When D is much smaller than 1/b, the factor is close to b/4, which equals −f′(μ), the slope of the Fermi function at the chemical potential with its sign reversed. When D is much larger than 1/b, tanh(bD/4) is close to 1 and the factor is close to 1/D. Letting b grow at fixed D > 0 leads to the same value 1/D, so the small-gap divergence returns at zero temperature; this last limit is an elementary remark, without a theorem of its own in the code.

```lean
#print axioms SmearedGapResponse.smearing_caps_response
```

```
'SmearedGapResponse.smearing_caps_response' depends on axioms: [propext, Classical.choice, Quot.sound]
```
